# A conserved relative band charge makes the excitonic order parameter vanish in nondegenerate eigenstates of a finite system

In a finite two-band fermion system whose Hamiltonian conserves the number of conduction electrons minus the number of valence electrons, the excitonic order parameter has zero expectation value in every nondegenerate eigenstate. The interaction may have any form and strength that respects this conservation law.

```lean
import Mathlib

open Matrix

namespace ExcitonicOrder

variable {n ι κ : Type*} [Fintype n] [DecidableEq n]

/-- The expectation value `⟨v, A v⟩` (for a vector `v` that need not be normalised). -/
def expectation (v : n → ℂ) (A : Matrix n n ℂ) : ℂ := star v ⬝ᵥ A *ᵥ v

/-- The vector `v` spans a one-dimensional eigenspace of `H` with eigenvalue `E`. -/
def IsNondegenerate (H : Matrix n n ℂ) (E : ℂ) (v : n → ℂ) : Prop :=
  v ≠ 0 ∧ H *ᵥ v = E • v ∧ ∀ w, H *ᵥ w = E • w → ∃ c : ℂ, w = c • v

/-- The matrices `a i` are fermionic annihilation operators: they obey the canonical
anticommutation relations. -/
def IsFermionic [DecidableEq ι] (a : ι → Matrix n n ℂ) : Prop :=
  (∀ i j, a i * a j + a j * a i = 0) ∧
    ∀ i j, a i * (a j)ᴴ + (a j)ᴴ * a i = if i = j then 1 else 0

/-- The relative band charge: the number of conduction electrons (modes `inl k`) minus the
number of valence electrons (modes `inr k`). -/
def relativeCharge [Fintype κ] (a : κ ⊕ κ → Matrix n n ℂ) : Matrix n n ℂ :=
  ∑ k, ((a (.inl k))ᴴ * a (.inl k) - (a (.inr k))ᴴ * a (.inr k))

/-- The excitonic order parameter with form factor `g`: a sum of terms that each move an
electron from valence mode `l` to conduction mode `k`. -/
def excitonOp [Fintype κ] (a : κ ⊕ κ → Matrix n n ℂ) (g : κ → κ → ℂ) : Matrix n n ℂ :=
  ∑ k, ∑ l, g k l • ((a (.inl k))ᴴ * a (.inr l))

omit [DecidableEq n] in
/-- A Hermitian operator can be moved from one side of the inner product to the other. -/
theorem hermitian_move {Q : Matrix n n ℂ} (hQ : Q.IsHermitian) (v w : n → ℂ) :
    star (Q *ᵥ v) ⬝ᵥ w = star v ⬝ᵥ Q *ᵥ w := by
  rw [Matrix.star_mulVec, hQ.eq, ← Matrix.dotProduct_mulVec]

omit [DecidableEq n] in
open scoped ComplexOrder in
/-- A nondegenerate eigenstate of `H` has a sharp real value of every Hermitian charge that
commutes with `H`. -/
theorem sharp_charge {H Q : Matrix n n ℂ} {E : ℂ} {v : n → ℂ} (hQ : Q.IsHermitian)
    (hHQ : Commute H Q) (hv : IsNondegenerate H E v) : ∃ m : ℝ, Q *ᵥ v = (m : ℂ) • v := by
  -- `Q v` lies in the same eigenspace as `v`
  have hE : H *ᵥ (Q *ᵥ v) = E • (Q *ᵥ v) := by
    rw [Matrix.mulVec_mulVec, hHQ.eq, ← Matrix.mulVec_mulVec, hv.2.1, Matrix.mulVec_smul]
  obtain ⟨c, hc⟩ := hv.2.2 _ hE
  -- the eigenvalue is real because `Q` is Hermitian
  have h := hermitian_move hQ v v
  rw [hc, star_smul, smul_dotProduct, dotProduct_smul, smul_eq_mul, smul_eq_mul] at h
  have h0 : star v ⬝ᵥ v ≠ 0 := fun h' => hv.1 (dotProduct_star_self_eq_zero.mp h')
  obtain ⟨m, hm⟩ := Complex.conj_eq_iff_real.mp (mul_right_cancel₀ h0 h)
  exact ⟨m, by rw [hc, hm]⟩

omit [DecidableEq n] in
/-- Selection rule: if `H` commutes with a Hermitian charge `Q` and `O` changes that charge by
`q ≠ 0`, then `O` has zero expectation value in every nondegenerate eigenstate of `H`. -/
theorem no_order_of_nondegenerate {H Q O : Matrix n n ℂ} {E q : ℂ} {v : n → ℂ}
    (hQ : Q.IsHermitian) (hHQ : Commute H Q) (hq : q ≠ 0) (hO : Q * O - O * Q = q • O)
    (hv : IsNondegenerate H E v) : expectation v O = 0 := by
  obtain ⟨m, hm⟩ := sharp_charge hQ hHQ hv
  -- the commutator with `Q` averages to zero in a state of sharp charge
  have h : star v ⬝ᵥ (Q * O - O * Q) *ᵥ v = 0 := by
    rw [Matrix.sub_mulVec, dotProduct_sub, ← Matrix.mulVec_mulVec, ← Matrix.mulVec_mulVec,
      ← hermitian_move hQ v (O *ᵥ v), hm, Matrix.mulVec_smul, star_smul, smul_dotProduct,
      dotProduct_smul]
    simp
  rw [hO, Matrix.smul_mulVec, dotProduct_smul, smul_eq_mul] at h
  exact (mul_eq_zero.mp h).resolve_left hq

/-- For fermions, the commutator of the number operator of mode `i` with the hop from mode `l` to
mode `j` is the hop times the change that it makes in the occupation of `i`. -/
theorem number_commutator [DecidableEq ι] {a : ι → Matrix n n ℂ} (ha : IsFermionic a)
    (i j l : ι) :
    (a i)ᴴ * a i * ((a j)ᴴ * a l) - (a j)ᴴ * a l * ((a i)ᴴ * a i) =
      ((if i = j then (1 : ℂ) else 0) - (if i = l then (1 : ℂ) else 0)) •
        ((a j)ᴴ * a l) := by
  have h1 := ha.2 i j
  have h2 := ha.2 l i
  have h3 := ha.1 i l
  have h4 : (a i)ᴴ * (a j)ᴴ + (a j)ᴴ * (a i)ᴴ = 0 := by
    have h := congrArg Matrix.conjTranspose (ha.1 j i)
    simpa only [Matrix.conjTranspose_add, Matrix.conjTranspose_mul,
      Matrix.conjTranspose_zero] using h
  -- reorder the four operators with the anticommutation relations
  have key : (a i)ᴴ * a i * ((a j)ᴴ * a l) - (a j)ᴴ * a l * ((a i)ᴴ * a i) =
      (a i)ᴴ * (if i = j then 1 else 0) * a l - (a j)ᴴ * (if l = i then 1 else 0) * a i := by
    rw [← h1, ← h2]
    linear_combination (norm := noncomm_ring)
      (a j)ᴴ * (a i)ᴴ * h3 - h4 * (a i * a l)
  rw [key]
  rcases eq_or_ne i j with rfl | hj
  · rcases eq_or_ne i l with rfl | hl
    · simp
    · simp [hl, hl.symm]
  · rcases eq_or_ne i l with rfl | hl
    · simp [hj]
    · simp [hj, hl, hl.symm]

/-- For fermions the excitonic order parameter changes the relative band charge by two. -/
theorem exciton_charge [Fintype κ] [DecidableEq κ] {a : κ ⊕ κ → Matrix n n ℂ}
    (ha : IsFermionic a) (g : κ → κ → ℂ) :
    relativeCharge a * excitonOp a g - excitonOp a g * relativeCharge a =
      (2 : ℂ) • excitonOp a g := by
  -- a single electron-hole pair
  have pair : ∀ k l, relativeCharge a * ((a (.inl k))ᴴ * a (.inr l)) -
      (a (.inl k))ᴴ * a (.inr l) * relativeCharge a =
        (2 : ℂ) • ((a (.inl k))ᴴ * a (.inr l)) := by
    intro k l
    rw [relativeCharge, Finset.sum_mul, Finset.mul_sum, ← Finset.sum_sub_distrib]
    have hp : ∀ p : κ, ((a (.inl p))ᴴ * a (.inl p) - (a (.inr p))ᴴ * a (.inr p)) *
        ((a (.inl k))ᴴ * a (.inr l)) - (a (.inl k))ᴴ * a (.inr l) *
        ((a (.inl p))ᴴ * a (.inl p) - (a (.inr p))ᴴ * a (.inr p)) =
        ((if p = k then (1 : ℂ) else 0) + (if p = l then (1 : ℂ) else 0)) •
          ((a (.inl k))ᴴ * a (.inr l)) := by
      intro p
      have e1 := number_commutator ha (.inl p) (.inl k) (.inr l)
      have e2 := number_commutator ha (.inr p) (.inl k) (.inr l)
      simp only [Sum.inl.injEq, Sum.inr.injEq, reduceCtorEq, if_false, sub_zero,
        zero_sub] at e1 e2
      rw [sub_mul, mul_sub, sub_sub_sub_comm, e1, e2]
      module
    rw [Finset.sum_congr rfl fun p _ => hp p, ← Finset.sum_smul, Finset.sum_add_distrib]
    simp only [Finset.sum_ite_eq', Finset.mem_univ, if_true]
    norm_num
  simp only [excitonOp, Finset.mul_sum, Finset.sum_mul, Finset.smul_sum,
    ← Finset.sum_sub_distrib]
  refine Finset.sum_congr rfl fun k _ => Finset.sum_congr rfl fun l _ => ?_
  rw [mul_smul_comm, smul_mul_assoc, ← smul_sub, pair, smul_comm]

/-- In a two-band fermion system whose Hamiltonian conserves the relative band charge, the
excitonic order parameter vanishes in every nondegenerate eigenstate. -/
theorem no_excitonic_order [Fintype κ] [DecidableEq κ] {a : κ ⊕ κ → Matrix n n ℂ}
    (ha : IsFermionic a) {H : Matrix n n ℂ} (hH : Commute H (relativeCharge a))
    {E : ℂ} {v : n → ℂ} (hv : IsNondegenerate H E v) (g : κ → κ → ℂ) :
    expectation v (excitonOp a g) = 0 := by
  have hQ : (relativeCharge a).IsHermitian := by
    simp [Matrix.IsHermitian, relativeCharge, Matrix.conjTranspose_sum]
  exact no_order_of_nondegenerate hQ hH two_ne_zero (exciton_charge ha g) hv


/-- One conduction and one valence mode on the Fock space with basis
`|00⟩, |01⟩, |10⟩, |11⟩` (conduction occupation first). -/
def twoModes : Unit ⊕ Unit → Matrix (Fin 4) (Fin 4) ℂ :=
  Sum.elim (fun _ => !![0, 0, 1, 0; 0, 0, 0, 1; 0, 0, 0, 0; 0, 0, 0, 0])
    (fun _ => !![0, 1, 0, 0; 0, 0, 0, 0; 0, 0, 0, -1; 0, 0, 0, 0])

/-- The relative band charge of the four Fock states is `0, -1, 1, 0`. -/
theorem twoModes_charge : relativeCharge twoModes = Matrix.diagonal ![0, -1, 1, 0] := by
  ext i j
  fin_cases i <;> fin_cases j <;>
    simp [relativeCharge, twoModes, Matrix.mul_apply, Fin.sum_univ_four]

/-- The two modes are fermionic, and for the Hamiltonian equal to the relative band charge the
state `|01⟩` with a filled valence mode is a nondegenerate eigenstate. -/
theorem no_excitonic_order_witness : IsFermionic twoModes ∧
    IsNondegenerate (relativeCharge twoModes) (-1) ![0, 1, 0, 0] := by
  refine ⟨⟨?_, ?_⟩, ?_, ?_, ?_⟩
  · rintro (⟨⟩ | ⟨⟩) (⟨⟩ | ⟨⟩) <;> ext i j <;> fin_cases i <;> fin_cases j <;>
      simp [twoModes]
  · rintro (⟨⟩ | ⟨⟩) (⟨⟩ | ⟨⟩) <;> ext i j <;> fin_cases i <;> fin_cases j <;>
      simp [twoModes, Matrix.mul_apply, Matrix.vecMul, dotProduct, Fin.sum_univ_four]
  · intro h
    have h1 := congrFun h 1
    simp at h1
  · rw [twoModes_charge]
    ext i
    fin_cases i <;> simp [Matrix.mulVec_diagonal]
  · intro w hw
    rw [twoModes_charge] at hw
    have h0 : w 0 = 0 := by simpa [Matrix.mulVec_diagonal] using congrFun hw 0
    have e2 : w 2 = -w 2 := by simpa [Matrix.mulVec_diagonal] using congrFun hw 2
    have h2 : w 2 = 0 := by linear_combination e2 / 2
    have h3 : w 3 = 0 := by simpa [Matrix.mulVec_diagonal] using congrFun hw 3
    refine ⟨w 1, ?_⟩
    ext i
    fin_cases i <;> simp [h0, h2, h3]

/-- Nondegeneracy is needed: `H = -Q²`, with `Q` the relative band charge, commutes with `Q`,
yet its eigenstate `|01⟩ + |10⟩` has a nonzero excitonic order parameter. -/
theorem degenerate_order :
    Commute (-(relativeCharge twoModes * relativeCharge twoModes)) (relativeCharge twoModes) ∧
    (-(relativeCharge twoModes * relativeCharge twoModes)) *ᵥ ![0, 1, 1, 0] =
      (-1 : ℂ) • ![0, 1, 1, 0] ∧
    expectation ![0, 1, 1, 0] (excitonOp twoModes fun _ _ => 1) = 1 := by
  refine ⟨((Commute.refl _).mul_left (Commute.refl _)).neg_left, ?_, ?_⟩
  · rw [twoModes_charge, Matrix.diagonal_mul_diagonal, Matrix.neg_mulVec]
    ext i
    fin_cases i <;> simp [Matrix.mulVec_diagonal]
  · simp [expectation, excitonOp, twoModes, Matrix.mulVec, dotProduct, Matrix.mul_apply,
      Fin.sum_univ_four]

end ExcitonicOrder
```

```lean
#print axioms ExcitonicOrder.no_excitonic_order
-- 'ExcitonicOrder.no_excitonic_order' depends on axioms: [propext, Classical.choice, Quot.sound]
#print axioms ExcitonicOrder.degenerate_order
-- 'ExcitonicOrder.degenerate_order' depends on axioms: [propext, Classical.choice, Quot.sound]
```

## Two bands as matrices

Operators are complex matrices on a finite basis, as in exact diagonalization. `IsFermionic a` imposes the canonical anticommutation relations. For each label $k$ in a finite set, `a (.inl k)` is a conduction mode $c_k$ and `a (.inr k)` a valence mode $d_k$; a label may combine momentum and spin. The charge and the order parameter are

$$Q=\sum_k (c_k^\dagger c_k-d_k^\dagger d_k),\qquad O=\sum_{k,l} g_{kl}\,c_k^\dagger d_l ,$$

written `relativeCharge a` and `excitonOp a g`, with an arbitrary complex form factor $g$.

The main theorem, `no_excitonic_order`, assumes $HQ=QH$. Physically, this is symmetry under a change of the relative phase of the two bands. Interactions between the densities of the separate bands respect it; interband hybridisation and interactions that transfer electrons between bands generally do not.

`IsNondegenerate H E v` says that $v\neq0$, $Hv=Ev$, and every solution of $Hw=Ew$ is a multiple of $v$. The last condition refers to the whole space on which $H$ acts, not to one charge sector. In `no_excitonic_order` this space contains states of different electron number, since the $a_i$ act on it. If $H$ also conserves the total electron number, the general rule `no_order_of_nondegenerate` below can be applied to the blocks of $H$, $Q$ and $O$ at fixed electron number, and nondegeneracy within that block is enough. $H$ need not be Hermitian, so $E$ may be complex. `expectation v O` is $\langle v,Ov\rangle$ without normalisation, which makes no difference to a zero.

## Sharp charge forces a zero

Since $H$ and $Q$ commute, $H(Qv)=QHv=E\,Qv$. Nondegeneracy then gives $Qv=mv$ for some number $m$. Because $Q$ is Hermitian,

$$\bar m\langle v,v\rangle=\langle Qv,v\rangle=\langle v,Qv\rangle=m\langle v,v\rangle ,$$

and $\langle v,v\rangle\neq0$ makes $m$ real. This is `sharp_charge`, with `hermitian_move` carrying $Q$ across the inner product.

Now suppose $[Q,O]=qO$ with $q\neq0$. Then

$$q\langle v,Ov\rangle=\langle Qv,Ov\rangle-\langle v,OQv\rangle=(m-m)\langle v,Ov\rangle=0 ,$$

so $\langle v,Ov\rangle=0$. This is `no_order_of_nondegenerate`, which holds for any Hermitian charge and needs no fermions.

## Why the order parameter changes the relative charge by two

For $n_i=a_i^\dagger a_i$, anticommuting the inner operators gives

$$n_i a_j^\dagger a_l=\delta_{ij}a_i^\dagger a_l-a_i^\dagger a_j^\dagger a_i a_l,$$
$$a_j^\dagger a_l n_i=\delta_{li}a_j^\dagger a_i-a_j^\dagger a_i^\dagger a_l a_i .$$

The quartic terms are equal, since they differ by two exchanges of sign. Subtracting gives `number_commutator`:

$$[n_i,a_j^\dagger a_l]=(\delta_{ij}-\delta_{il})\,a_j^\dagger a_l .$$

For the pair $c_k^\dagger d_l$, label $p$ contributes $\delta_{pk}$ from the conduction band and $+\delta_{pl}$ from the valence band, whose number enters $Q$ with a minus sign. The sum over $p$ is 2. Linearity in $g$ gives $[Q,O]=2O$, proved as `exciton_charge`, and the selection rule with $q=2$ finishes the argument.

## Reordering operators with `linear_combination`

The cancellation of the quartic terms is a single step in Lean. `linear_combination` normally relies on a commutative normaliser, which is unsuitable for matrices. The option `(norm := noncomm_ring)` replaces it with one that preserves the order of factors. The supplied coefficients must therefore stand on the correct side: `(a j)ᴴ * (a i)ᴴ * h3` multiplies $a_ia_l+a_la_i=0$ from the left, while `h4 * (a i * a l)` multiplies the relation for creation operators from the right.

## Four Fock states with numbers

With one mode per band and basis $|00\rangle,|01\rangle,|10\rangle,|11\rangle$ (conduction occupation first), $Q=\mathrm{diag}(0,-1,1,0)$. For $g=1$, $O|01\rangle=|10\rangle$ and $O$ annihilates the other three states.

Take $H=Q$. The lowest level, $-1$, belongs to $|01\rangle$ alone, and $\langle01|O|01\rangle=\langle01|10\rangle=0$. The theorem `no_excitonic_order_witness` checks the anticommutation relations and the nondegeneracy of this state; the remaining hypothesis, $HQ=QH$, is immediate for $H=Q$.

Now take $H=-Q^2=\mathrm{diag}(0,-1,-1,0)$. The ground level is doubly degenerate and contains $(|01\rangle+|10\rangle)/\sqrt2$, where $\langle O\rangle=\tfrac12$. The value 1 in `degenerate_order` belongs to the unnormalised vector. Commutation with $Q$ alone thus does not force the order parameter to vanish.

## Reading a zero from exact diagonalization

For a finite cluster with conserved relative charge, a vanishing $\langle O\rangle$ in a nondegenerate ground state is fixed by symmetry and says nothing about a tendency towards exciton condensation. The correlation $\langle O^\dagger O\rangle$ carries no net charge, so this selection rule does not force it to zero.
